# The radial Dirac operators for $\kappa$ and $-\kappa$ compose to the radial Laplacian with $l(l+1)=\kappa(\kappa+1)$

Let $\kappa$ be real and let $f$ be a complex function of the radius $r$, twice differentiable on $r>0$. Then

$$\left(\frac{d}{dr}+\frac{1-\kappa}{r}\right)\left(\frac{d}{dr}+\frac{1+\kappa}{r}\right)f=f''+\frac{2}{r}f'-\frac{\kappa(\kappa+1)}{r^2}f .$$

The right-hand side is the radial part of the Laplacian for orbital angular momentum $l$ whenever $l(l+1)=\kappa(\kappa+1)$, which means $\kappa=l$ or $\kappa=-(l+1)$.

For a free particle, eliminating the lower component from the two coupled radial Dirac equations therefore leaves a second-order equation for the upper one, with the same centrifugal term as in the Schrödinger equation. An electrostatic potential that varies with $r$ would add a term containing its derivative.

```lean
import Mathlib

open Set

namespace RadialDiracFactorization

noncomputable section
```

## The first-order operator and the radial Laplacian

The number $\kappa$ labels the spinor harmonics $\chi_\kappa$, the two-component angular functions with definite total angular momentum $j$. With $\boldsymbol\sigma$ the Pauli matrices and $\mathbf L$ the orbital angular momentum in units of $\hbar$, the convention is

$$\boldsymbol\sigma\cdot\mathbf L\,\chi_\kappa=-(1+\kappa)\,\chi_\kappa .$$

In the Dirac equation the upper and lower components are coupled by the operator $\boldsymbol\sigma\cdot\mathbf p$, up to a factor of the speed of light. In the same units this operator is

$$\boldsymbol\sigma\cdot\mathbf p=-i\,\sigma_r\left(\frac{\partial}{\partial r}-\frac{\boldsymbol\sigma\cdot\mathbf L}{r}\right),$$

where $\sigma_r$ is the component of $\boldsymbol\sigma$ along the radius. Acting on $f(r)\chi_\kappa$, the bracket becomes a purely radial operator, which we call $D_\kappa$:

$$D_\kappa f=f'+\frac{1+\kappa}{r}f .$$

The factor $\sigma_r$ turns $\chi_\kappa$ into a multiple of $\chi_{-\kappa}$, so a second application of $\boldsymbol\sigma\cdot\mathbf p$ brings in $D_{-\kappa}$, that is, $d/dr+(1-\kappa)/r$.

```lean
/-- The radial Dirac operator `d/dr + (1 + κ)/r` acting on a complex radial function,
meant for `r > 0`. -/
def radialDirac (κ : ℝ) (f : ℝ → ℂ) (r : ℝ) : ℂ :=
  deriv f r + (1 + (κ : ℂ)) / (r : ℂ) * f r
```

In `radialDirac κ f r`, the function `f` takes a real argument and has complex values, and `deriv f` is its ordinary derivative. The definition contains neither mass, energy nor potential: it is the first-order block that couples the two radial components, not the full Dirac Hamiltonian. It acts on the full radial function $f$, not on the reduced function $rf$, for which the operator would read $d/dr+\kappa/r$.

The second-order operator is

$$\Delta_l f=f''+\frac{2}{r}f'-\frac{l(l+1)}{r^2}f .$$

```lean
/-- The radial Laplacian `f'' + 2 f'/r - l(l+1) f/r²` with orbital parameter `l`,
meant for `r > 0`. -/
def radialLaplacian (l : ℝ) (f : ℝ → ℂ) (r : ℝ) : ℂ :=
  deriv (deriv f) r + 2 / (r : ℂ) * deriv f r
    - (l : ℂ) * ((l : ℂ) + 1) / (r : ℂ) ^ 2 * f r
```

Here `l` is a real number. Physical orbital momenta are the non-negative integers and physical values of $\kappa$ are the non-zero integers, but the algebra needs neither restriction. Lean assigns both operators some value at $r\le 0$ as well; the theorems speak only of $r>0$.

## Composing two operators with arbitrary parameters

Take real parameters $a$ and $b$, and apply $D_a$ first. Write $g=D_af=f'+(1+a)f/r$. The product rule gives

$$g'=f''+\frac{1+a}{r}f'-\frac{1+a}{r^2}f ,$$

where the last term comes from differentiating $1/r$. The other part of $D_bg$ is

$$\frac{1+b}{r}g=\frac{1+b}{r}f'+\frac{(1+a)(1+b)}{r^2}f .$$

In the sum, the coefficients of $f/r^2$ combine to $(1+a)(1+b)-(1+a)=b(1+a)$, so

$$D_bD_af=f''+\frac{2+a+b}{r}f'+\frac{b(1+a)}{r^2}f .$$

```lean
/-- Two radial Dirac operators with arbitrary parameters `a` and `b`, applied in turn to a
function twice differentiable on `r > 0`, give `f'' + (2+a+b) f'/r + b(1+a) f/r²`. -/
theorem radialDirac_comp (a b : ℝ) {f : ℝ → ℂ} (hf : DifferentiableOn ℝ f (Ioi 0))
    (hf' : DifferentiableOn ℝ (deriv f) (Ioi 0)) {r : ℝ} (hr : 0 < r) :
    radialDirac b (radialDirac a f) r =
      deriv (deriv f) r + (2 + (a : ℂ) + (b : ℂ)) / (r : ℂ) * deriv f r
        + (b : ℂ) * (1 + (a : ℂ)) / (r : ℂ) ^ 2 * f r := by
  have hr0 : (r : ℂ) ≠ 0 := by exact_mod_cast hr.ne'
  have h1 := (hf.differentiableAt (Ioi_mem_nhds hr)).hasDerivAt
  have h2 := (hf'.differentiableAt (Ioi_mem_nhds hr)).hasDerivAt
  have hid : HasDerivAt (fun x : ℝ => (x : ℂ)) 1 r := by
    simpa using (hasDerivAt_id r).ofReal_comp
  -- the derivative of the 1/r term produces the extra 1/r² contribution
  have hinv : HasDerivAt (fun x : ℝ => (1 + (a : ℂ)) / (x : ℂ))
      (-(1 + (a : ℂ)) / (r : ℂ) ^ 2) r :=
    ((hasDerivAt_const r (1 + (a : ℂ))).fun_div hid hr0).congr_deriv (by ring)
  have h : HasDerivAt (radialDirac a f) (deriv (deriv f) r +
      (-(1 + (a : ℂ)) / (r : ℂ) ^ 2 * f r + (1 + (a : ℂ)) / (r : ℂ) * deriv f r)) r :=
    h2.fun_add (hinv.fun_mul h1)
  change deriv (radialDirac a f) r + (1 + (b : ℂ)) / (r : ℂ) *
    (deriv f r + (1 + (a : ℂ)) / (r : ℂ) * f r) = _
  rw [h.deriv]
  ring
```

The hypotheses `hf` and `hf'` say that $f$ and $f'$ are differentiable on the open half-line `Ioi 0`. Continuity of $f''$ is not required, and nothing is assumed about $f$ near the origin or at infinity.

In the proof, `hinv` is the derivative of $(1+a)/r$, and `h` is the formula for $g'$ above, assembled from the sum and product rules. After `rw [h.deriv]` has inserted it, `ring` collects the coefficients.

## The values of $\kappa$ that belong to a given $l$

The difference of the two products factorises:

$$\kappa(\kappa+1)-l(l+1)=(\kappa-l)(\kappa+l+1).$$

It vanishes exactly when $\kappa=l$ or $\kappa=-(l+1)$.

```lean
/-- The relation `κ(κ+1) = l(l+1)` holds exactly for `κ = l` and `κ = -(l+1)`. -/
theorem orbital_label (κ l : ℝ) :
    l * (l + 1) = κ * (κ + 1) ↔ κ = l ∨ κ = -(l + 1) := by
  constructor
  · intro h
    have h0 : (κ - l) * (κ + (l + 1)) = 0 := by linear_combination -h
    rcases mul_eq_zero.1 h0 with h1 | h1
    · left; linarith
    · right; linarith
  · rintro (h | h)
    · rw [h]
    · rw [h]
      ring
```

For spinor harmonics these are the two ways of coupling spin one half to $l$: $\kappa=-(l+1)$ belongs to $j=l+\tfrac12$, and $\kappa=l$, with $l\ge1$, to $j=l-\tfrac12$. The proof establishes the factorised equation as `h0` and treats each vanishing factor separately; the reverse direction is substitution.

## Opposite parameters give the Laplacian

Now set $a=\kappa$ and $b=-\kappa$. The coefficient of $f'/r$ becomes $2+\kappa-\kappa=2$, and that of $f/r^2$ becomes $-\kappa(1+\kappa)=-l(l+1)$. Hence

$$D_{-\kappa}D_\kappa f=\Delta_l f .$$

```lean
/-- On functions twice differentiable on `r > 0`, the operator `d/dr + (1+κ)/r` followed by
`d/dr + (1-κ)/r` is the radial Laplacian with `l(l+1) = κ(κ+1)`. -/
theorem radialDirac_factorization {κ l : ℝ} (hl : l * (l + 1) = κ * (κ + 1))
    {f : ℝ → ℂ} (hf : DifferentiableOn ℝ f (Ioi 0))
    (hf' : DifferentiableOn ℝ (deriv f) (Ioi 0)) {r : ℝ} (hr : 0 < r) :
    radialDirac (-κ) (radialDirac κ f) r = radialLaplacian l f r := by
  have hc : (l : ℂ) * ((l : ℂ) + 1) = (κ : ℂ) * ((κ : ℂ) + 1) := by exact_mod_cast hl
  rw [radialDirac_comp κ (-κ) hf hf' hr, radialLaplacian, hc, Complex.ofReal_neg]
  ring
```

The theorem `radialDirac_factorization` is the identity stated at the beginning, at every point $r>0$. The relation between $l$ and $\kappa$ enters as the hypothesis `hl`. It is the bridge between the spin-orbit label and the orbital one, and it can always be met, for instance by $l=\kappa$. The proof follows the substitution above: it rewrites with `radialDirac_comp` at the parameters `κ` and `-κ`, replaces the centrifugal coefficient, and lets `ring` finish.

For $\kappa\ne0$ the order of the factors matters. Applying the theorem with $-\kappa$ in place of $\kappa$ gives the product in reverse order, whose centrifugal coefficient is $\kappa(\kappa-1)$. This belongs to the orbital momentum of the lower component, which differs by one from that of the upper: it is $l+1$ for $\kappa=-(l+1)$ and $l-1$ for $\kappa=l$.

## No other pair of parameters works

Suppose that $D_bD_af=\Delta_lf$ for every twice differentiable $f$ on $r>0$. Two test functions, evaluated at $r=1$, determine the parameters. The constant function $f=1$ gives

$$b(1+a)=-l(l+1),$$

and $f=r$ gives

$$2+a+b+b(1+a)=2-l(l+1).$$

Subtracting the first equation from the second leaves $a+b=0$, so $b=-a$. The first equation then reads $a(a+1)=l(l+1)$, and the theorem `orbital_label` gives $a=l$ or $a=-(l+1)$.

```lean
/-- Two radial Dirac operators compose to the radial Laplacian with parameter `l`, on all
functions twice differentiable on `r > 0`, exactly when their parameters are opposite and the
first one is `l` or `-(l+1)`. -/
theorem factorization_iff (a b l : ℝ) :
    (∀ f : ℝ → ℂ, DifferentiableOn ℝ f (Ioi 0) → DifferentiableOn ℝ (deriv f) (Ioi 0) →
      ∀ r : ℝ, 0 < r → radialDirac b (radialDirac a f) r = radialLaplacian l f r) ↔
    b = -a ∧ (a = l ∨ a = -(l + 1)) := by
  constructor
  · intro H
    have hid : ∀ x : ℝ, HasDerivAt (fun x : ℝ => (x : ℂ)) 1 x := fun x => by
      simpa using (hasDerivAt_id x).ofReal_comp
    have hd : deriv (fun x : ℝ => (x : ℂ)) = fun _ => 1 := funext fun x => (hid x).deriv
    have c0 : DifferentiableOn ℝ (fun _ : ℝ => (1 : ℂ)) (Ioi 0) := differentiableOn_const _
    have c1 : DifferentiableOn ℝ (deriv (fun _ : ℝ => (1 : ℂ))) (Ioi 0) := by
      rw [deriv_const']
      exact differentiableOn_const _
    have i0 : DifferentiableOn ℝ (fun x : ℝ => (x : ℂ)) (Ioi 0) :=
      fun x _ => (hid x).differentiableAt.differentiableWithinAt
    have i1 : DifferentiableOn ℝ (deriv (fun x : ℝ => (x : ℂ))) (Ioi 0) := by
      rw [hd]
      exact c0
    -- test on the constant function and on f(r) = r, both at r = 1
    have h1 := H _ c0 c1 1 one_pos
    have h2 := H _ i0 i1 1 one_pos
    rw [radialDirac_comp a b c0 c1 one_pos] at h1
    rw [radialDirac_comp a b i0 i1 one_pos] at h2
    simp only [radialLaplacian, deriv_const', Complex.ofReal_one] at h1
    simp only [radialLaplacian, hd, deriv_const', Complex.ofReal_one] at h2
    have e1 : (b : ℂ) * (1 + (a : ℂ)) = -((l : ℂ) * ((l : ℂ) + 1)) := by
      linear_combination h1
    have e2 : (b : ℂ) = -(a : ℂ) := by linear_combination h2 - h1
    have r1 : b * (1 + a) = -(l * (l + 1)) := by exact_mod_cast e1
    have r2 : b = -a := by exact_mod_cast e2
    refine ⟨r2, (orbital_label a l).1 ?_⟩
    rw [r2] at r1
    linarith
  · rintro ⟨rfl, h⟩ f hf hf' r hr
    exact radialDirac_factorization ((orbital_label a l).2 h) hf hf' hr
```

The left side of the equivalence quantifies over all admissible functions and all positive radii. Agreement on a single function need not fix $a$ and $b$: for $f=1$ it gives only $b(1+a)=-l(l+1)$. What is classified is the pair of parameters within the family $D_a$; first-order operators of another shape are not considered.

In the proof, `h1` and `h2` are the equations from the two test functions. The steps `e1` and `e2` extract the two conditions on the parameters as complex equations, and `r1` and `r2` state them for real numbers. The converse direction calls `radialDirac_factorization`.

## An integrating factor for the first-order operator

Multiplying $f$ by $r^{1+\kappa}$ turns $D_\kappa$ into a plain derivative:

$$\frac{d}{dr}\left(r^{1+\kappa}f\right)=r^{1+\kappa}f'+(1+\kappa)r^{\kappa}f=r^{1+\kappa}\left(f'+\frac{1+\kappa}{r}f\right)=r^{1+\kappa}D_\kappa f .$$

```lean
/-- For `f` differentiable at `r > 0`, the derivative of `r^(1+κ) f` is `r^(1+κ)` times the
radial Dirac operator applied to `f`. -/
theorem integrating_factor (κ : ℝ) {f : ℝ → ℂ} {r : ℝ} (hr : 0 < r)
    (hf : DifferentiableAt ℝ f r) :
    HasDerivAt (fun x : ℝ => ((x ^ (1 + κ) : ℝ) : ℂ) * f x)
      (((r ^ (1 + κ) : ℝ) : ℂ) * radialDirac κ f r) r := by
  have hp := (Real.hasDerivAt_rpow_const (p := 1 + κ) (Or.inl hr.ne')).ofReal_comp
  refine (hp.fun_mul hf.hasDerivAt).congr_deriv ?_
  rw [Real.rpow_sub_one hr.ne', radialDirac]
  simp only [Complex.ofReal_mul, Complex.ofReal_div, Complex.ofReal_add, Complex.ofReal_one]
  ring
```

This needs differentiability only at the point in question. The power is a real power of a positive number, so non-integer $\kappa$ is allowed. `HasDerivAt` says that the derivative exists and has the value given. The rewriting with `Real.rpow_sub_one` is the step $r^{\kappa}=r^{1+\kappa}/r$.

## The functions that $D_\kappa$ annihilates

If $D_\kappa f=0$ on all of $r>0$, then $r^{1+\kappa}f$ has zero derivative there. The half-line is connected, so this product is a constant $C$, and

$$f(r)=C\,r^{-(1+\kappa)},\qquad C=f(1).$$

Conversely, for such an $f$ the product $r^{1+\kappa}f$ is constant, so $r^{1+\kappa}D_\kappa f=0$. Since $r^{1+\kappa}$ is not zero, $D_\kappa f=0$.

```lean
/-- A function differentiable on `r > 0` is annihilated there by `d/dr + (1+κ)/r` exactly when
it is a constant multiple of `r^(-(1+κ))`. -/
theorem radialDirac_eq_zero_iff (κ : ℝ) {f : ℝ → ℂ} (hf : DifferentiableOn ℝ f (Ioi 0)) :
    (∀ r : ℝ, 0 < r → radialDirac κ f r = 0) ↔
      ∃ C : ℂ, ∀ r : ℝ, 0 < r → f r = C * ((r ^ (-(1 + κ)) : ℝ) : ℂ) := by
  have hF : ∀ r : ℝ, 0 < r → HasDerivAt (fun x : ℝ => ((x ^ (1 + κ) : ℝ) : ℂ) * f x)
      (((r ^ (1 + κ) : ℝ) : ℂ) * radialDirac κ f r) r := fun r hr =>
    integrating_factor κ hr (hf.differentiableAt (Ioi_mem_nhds hr))
  have hR : ∀ r : ℝ, 0 < r → ((r ^ (1 + κ) : ℝ) : ℂ) ≠ 0 := fun r hr =>
    Complex.ofReal_ne_zero.2 (Real.rpow_pos_of_pos hr _).ne'
  constructor
  · intro h
    refine ⟨f 1, fun r hr => ?_⟩
    -- r^(1+κ) f has zero derivative on the half-line, so it is constant
    have hc := isOpen_Ioi.is_const_of_deriv_eq_zero isPreconnected_Ioi
      (fun x hx => (hF x hx).differentiableAt.differentiableWithinAt)
      (fun x hx => by rw [(hF x hx).deriv, h x hx, mul_zero]; rfl)
      (mem_Ioi.2 hr) (mem_Ioi.2 one_pos)
    simp only [Real.one_rpow, Complex.ofReal_one, one_mul] at hc
    rw [Real.rpow_neg hr.le, Complex.ofReal_inv, ← div_eq_mul_inv, eq_div_iff (hR r hr)]
    linear_combination hc
  · rintro ⟨C, hC⟩ r hr
    have h0 : HasDerivAt (fun x : ℝ => ((x ^ (1 + κ) : ℝ) : ℂ) * f x) 0 r := by
      refine (hasDerivAt_const r C).congr_of_eventuallyEq ?_
      filter_upwards [Ioi_mem_nhds hr] with x hx
      have hx0 : 0 < x := hx
      rw [hC x hx0, Real.rpow_neg hx0.le, Complex.ofReal_inv, mul_left_comm,
        mul_inv_cancel₀ (hR x hx0), mul_one]
    exact (mul_eq_zero.1 ((hF r hr).unique h0)).resolve_left (hR r hr)

end

end RadialDiracFactorization
```

The statement concerns functions that are differentiable once on $r>0$, and the constant $C$ may be complex. In the forward direction the proof supplies `f 1` as the constant and compares the product at $r$ with its value at 1. In the other direction it computes the derivative of the product in two ways, as zero and by the integrating factor, and equates them by uniqueness of the derivative.

For $\kappa=-(l+1)$ the annihilated functions are the multiples of $r^l$, and for $\kappa=l$ they are the multiples of $r^{-(l+1)}$. These are the familiar regular and irregular radial solutions of Laplace's equation. Which of the two appears is decided by $\kappa$; no boundary condition or normalisation is imposed.

The development concerns radial functions alone. The spinor harmonics and the action of $\boldsymbol\sigma\cdot\mathbf p$ on them motivate the definition of $D_\kappa$ but are not constructed, and questions of operator domains and self-adjointness do not arise.

## The s wave

The smallest orbital momentum is $l=0$, where the centrifugal term is absent. The spinor harmonics with $l=0$ have $j=\tfrac12$ and $\kappa=-1$, and the operator applied first is then just $d/dr$:

$$\left(\frac{d}{dr}+\frac{2}{r}\right)\frac{df}{dr}=f''+\frac{2}{r}f' .$$

The functions annihilated by $d/dr$ are the constants. The other root, $\kappa=0$, labels no spinor harmonic, but the identity still holds for it: both factors equal $d/dr+1/r$, their product is again $f''+2f'/r$, and the annihilated functions are the multiples of $1/r$.

```lean
#print axioms RadialDiracFactorization.radialDirac_factorization
-- 'RadialDiracFactorization.radialDirac_factorization' depends on axioms: [propext, Classical.choice, Quot.sound]
#print axioms RadialDiracFactorization.factorization_iff
-- 'RadialDiracFactorization.factorization_iff' depends on axioms: [propext, Classical.choice, Quot.sound]
#print axioms RadialDiracFactorization.radialDirac_eq_zero_iff
-- 'RadialDiracFactorization.radialDirac_eq_zero_iff' depends on axioms: [propext, Classical.choice, Quot.sound]
```
